# Zero-temperature phonon emission with constant weights: linear conductance p_0 and a conductance step p_m at V = mw > 0

When the linear conductance of a junction is computed from a zero-temperature phonon-emission model, the sum over sidebands can be cut to its elastic term. For a symmetric junction with one phonon mode and constant channel weights, the theorems below justify that cut. They also let the weight of each sideband be read from the jump in dI/dV at its threshold, as in an idealised inelastic tunnelling spectrum.

```lean
import Mathlib

namespace PhononEmissionCurrent

noncomputable section
```

## Current from the open energy window

Let V be the bias and w the phonon energy divided by the electron charge, so that both are voltages. Measure the electron energy ε, in the same units, from the Fermi level of the collecting lead. At zero temperature the emitting lead supplies electrons up to ε = V. There are no phonons to absorb, and an electron that emits n of them arrives with energy ε − nw, which must be positive for the final state to be empty. The n-phonon channel therefore uses the window nw < ε < V, of width V − nw if that is positive and zero otherwise. With conductance weight p_n for this channel and at most N emitted phonons,

I(V) = Σ_{n=0}^{N} p_n max(V − nw, 0).

```lean
/-- Zero-temperature current at bias `V` carried by electrons that emit `n = 0, ..., N` phonons
of energy `w` (in voltage units), with conductance weight `p n` for the `n`-phonon channel. -/
def current (w : ℝ) (p : ℕ → ℝ) (N : ℕ) (V : ℝ) : ℝ :=
  ∑ n ∈ Finset.range (N + 1), p n * max (V - n * w) 0
```

The Lean definition starts from this formula; the window argument is its physical motivation. `range (N + 1)` runs over n = 0, ..., N, and `p n` is p_n. The weights are arbitrary real constants unless a theorem restricts them. The model thus leaves out thermal broadening, phonon heating, energy-dependent transmission and any change of the elastic channel at a threshold.

I(V) describes flow in one direction only. For w > 0 it vanishes at V ≤ 0 and rises with slope p_0 at small positive V, so for p_0 ≠ 0 it has a kink at zero bias and no derivative there. Linear conductance needs the net current. In a symmetric junction the backward flow has the same weights and sees the bias −V:

I_net(V) = I(V) − I(−V).

```lean
/-- Net current of a symmetric junction: forward flow at bias `V` minus backward flow, which
sees the bias `-V`. -/
def netCurrent (w : ℝ) (p : ℕ → ℝ) (N : ℕ) (V : ℝ) : ℝ :=
  current w p N V - current w p N (-V)
```

## Counting open channels

Suppose that nw ≤ V for the first k channels, n < k, and V ≤ nw for all the others. Each of the others has max(V − nw, 0) = 0, and each of the first k has max(V − nw, 0) = V − nw. Hence

I(V) = Σ_{n<k} p_n (V − nw).

```lean
/-- If the bias is at or above the thresholds of the first `k` channels and at or below all later
ones, the current is the sum of `k` linear contributions. -/
theorem current_of_open_channels {w V : ℝ} (p : ℕ → ℝ) {N k : ℕ} (hk : k ≤ N + 1)
    (hopen : ∀ n : ℕ, n < k → (n : ℝ) * w ≤ V)
    (hclosed : ∀ n : ℕ, k ≤ n → n ≤ N → V ≤ (n : ℝ) * w) :
    current w p N V = ∑ n ∈ Finset.range k, p n * (V - n * w) := by
  have hsub : Finset.range k ⊆ Finset.range (N + 1) := by
    intro n hn
    have := Finset.mem_range.mp hn
    exact Finset.mem_range.mpr (by omega)
  -- closed channels carry nothing
  have hdrop : ∑ n ∈ Finset.range k, p n * max (V - n * w) 0
      = ∑ n ∈ Finset.range (N + 1), p n * max (V - n * w) 0 := by
    apply Finset.sum_subset hsub
    intro n hn hnk
    have h1 := Finset.mem_range.mp hn
    have h2 : k ≤ n := by
      by_contra h
      exact hnk (Finset.mem_range.mpr (by omega))
    have h3 := hclosed n h2 (by omega)
    rw [max_eq_right (by linarith), mul_zero]
  unfold current
  rw [← hdrop]
  -- open channels are linear in the bias
  apply Finset.sum_congr rfl
  intro n hn
  have h := hopen n (Finset.mem_range.mp hn)
  rw [max_eq_left (by linarith)]
```

Both hypotheses, `hopen` and `hclosed`, allow equality, because a channel exactly at its threshold contributes zero under either description. In the proof, `hdrop` removes the closed channels from the sum, and the last lines replace each remaining maximum by its linear expression.

Each term p_n (V − nw) has derivative p_n, so the slope of the sum is

d/dV Σ_{n<k} p_n (V − nw) = Σ_{n<k} p_n.

```lean
/-- The differential conductance of `k` linear channels is the sum of their weights. -/
theorem hasDerivAt_open_channels (w : ℝ) (p : ℕ → ℝ) (k : ℕ) (x : ℝ) :
    HasDerivAt (fun V : ℝ => ∑ n ∈ Finset.range k, p n * (V - n * w))
      (∑ n ∈ Finset.range k, p n) x := by
  apply HasDerivAt.fun_sum
  intro n _
  exact (((hasDerivAt_id' x).sub_const ((n : ℝ) * w)).const_mul (p n)).congr_deriv (mul_one _)
```

## Slopes on the two sides of a threshold

Take w > 0 and m ≤ N. For mw ≤ V < (m+1)w, the channels n = 0, ..., m are open and any later ones are closed. The right derivative at V = mw is therefore

I′(mw⁺) = p_0 + ... + p_m.

```lean
/-- The right derivative of the current at the `m`-phonon threshold is `p 0 + ... + p m`. -/
theorem conductance_above {w : ℝ} (hw : 0 < w) (p : ℕ → ℝ) {N m : ℕ} (hm : m ≤ N) :
    HasDerivWithinAt (current w p N) (∑ n ∈ Finset.range (m + 1), p n)
      (Set.Ici ((m : ℝ) * w)) ((m : ℝ) * w) := by
  have key : ∀ V : ℝ, (m : ℝ) * w ≤ V → V < (m : ℝ) * w + w →
      current w p N V = ∑ n ∈ Finset.range (m + 1), p n * (V - n * w) := by
    intro V h1 h2
    apply current_of_open_channels p (by omega)
    · intro n hn
      have h : (n : ℝ) ≤ m := by exact_mod_cast (by omega : n ≤ m)
      nlinarith
    · intro n hn _
      have h : (m : ℝ) + 1 ≤ n := by exact_mod_cast hn
      nlinarith
  refine (hasDerivAt_open_channels w p (m + 1) _).hasDerivWithinAt.congr_of_eventuallyEq ?_
    (key _ le_rfl (by linarith))
  filter_upwards [self_mem_nhdsWithin, mem_nhdsWithin_of_mem_nhds
    (Iio_mem_nhds (by linarith : (m : ℝ) * w < (m : ℝ) * w + w))] with V h1 h2
  exact key V h1 h2
```

`HasDerivWithinAt` on `Set.Ici`, the half-line from mw upwards, expresses the right derivative. The step `key` is the channel count on the interval, where `nlinarith` turns inequalities between indices into inequalities between thresholds. Since the current agrees with the linear sum near mw on that side, it inherits the derivative.

For (m−1)w < V ≤ mw, only the channels with n < m are open, so

I′(mw⁻) = Σ_{n<m} p_n.

For m = 0 the sum is empty and the left slope is zero, which is the kink at zero bias again.

```lean
/-- The left derivative of the current at the `m`-phonon threshold is the sum of the weights `p n`
with `n < m`. -/
theorem conductance_below {w : ℝ} (hw : 0 < w) (p : ℕ → ℝ) {N m : ℕ} (hm : m ≤ N) :
    HasDerivWithinAt (current w p N) (∑ n ∈ Finset.range m, p n)
      (Set.Iic ((m : ℝ) * w)) ((m : ℝ) * w) := by
  have key : ∀ V : ℝ, V ≤ (m : ℝ) * w → (m : ℝ) * w - w < V →
      current w p N V = ∑ n ∈ Finset.range m, p n * (V - n * w) := by
    intro V h1 h2
    apply current_of_open_channels p (by omega)
    · intro n hn
      have h : (n : ℝ) + 1 ≤ m := by exact_mod_cast hn
      nlinarith
    · intro n hn _
      have h : (m : ℝ) ≤ n := by exact_mod_cast hn
      nlinarith
  refine (hasDerivAt_open_channels w p m _).hasDerivWithinAt.congr_of_eventuallyEq ?_
    (key _ le_rfl (by linarith))
  filter_upwards [self_mem_nhdsWithin, mem_nhdsWithin_of_mem_nhds
    (Ioi_mem_nhds (by linarith : (m : ℝ) * w - w < (m : ℝ) * w))] with V h1 h2
  exact key V h1 h2
```

Subtracting the two slopes leaves one weight:

I′(mw⁺) − I′(mw⁻) = p_m.

```lean
/-- The differential conductance jumps by `p m` at the `m`-phonon threshold `V = m w`. -/
theorem conductance_step {w : ℝ} (hw : 0 < w) (p : ℕ → ℝ) {N m : ℕ} (hm : m ≤ N) :
    derivWithin (current w p N) (Set.Ici ((m : ℝ) * w)) ((m : ℝ) * w)
      - derivWithin (current w p N) (Set.Iic ((m : ℝ) * w)) ((m : ℝ) * w) = p m := by
  rw [(conductance_above hw p hm).derivWithin (uniqueDiffWithinAt_Ici _),
    (conductance_below hw p hm).derivWithin (uniqueDiffWithinAt_Iic _),
    Finset.sum_range_succ]
  ring
```

`derivWithin` is the value of the one-sided derivative. The two preceding theorems supply these values, and `Finset.sum_range_succ` splits off the last term of the longer sum.

The theorem concerns the forward flow. For m ≥ 1 the backward flow I(−V) is zero near V = mw, so the net current has the same step there. At V = 0 the net current has no step, because the two flows join into one straight line, as the next section shows.

## Ohmic behaviour up to one phonon energy

For 0 ≤ V ≤ w, only the elastic channel contributes. Setting k = 1 in the channel count gives

I(V) = p_0 (V − 0·w) = p_0 V.

```lean
/-- For biases between zero and one phonon energy the current is `p 0 * V`. -/
theorem current_below_first_threshold {w V : ℝ} (p : ℕ → ℝ) (N : ℕ)
    (h0 : 0 ≤ V) (h1 : V ≤ w) : current w p N V = p 0 * V := by
  rw [current_of_open_channels (k := 1) p (by omega)]
  · simp
  · intro n hn
    have h : n = 0 := by omega
    subst h
    simpa using h0
  · intro n hn _
    have h : (1 : ℝ) ≤ n := by exact_mod_cast hn
    nlinarith
```

Now let |V| ≤ w. At a bias U ≤ 0 no channel carries current, so I(U) = 0. The two signs of V then give

V ≥ 0: I_net(V) = p_0 V − 0 = p_0 V,

V ≤ 0: I_net(V) = 0 − p_0 (−V) = p_0 V.

```lean
/-- As long as the bias is at most one phonon energy in either direction, the net current is
`p 0 * V`. -/
theorem netCurrent_ohmic {w V : ℝ} (p : ℕ → ℝ) (N : ℕ) (hV : |V| ≤ w) :
    netCurrent w p N V = p 0 * V := by
  obtain ⟨h1, h2⟩ := abs_le.mp hV
  have hw : 0 ≤ w := (abs_nonneg V).trans hV
  -- no channel is open against the bias
  have hback : ∀ U : ℝ, U ≤ 0 → current w p N U = 0 := by
    intro U hU
    rw [current_of_open_channels (k := 0) p (by omega)]
    · simp
    · intro n hn
      omega
    · intro n _ _
      exact hU.trans (mul_nonneg (Nat.cast_nonneg n) hw)
  unfold netCurrent
  rcases le_total 0 V with h | h
  · rw [current_below_first_threshold p N h h2, hback (-V) (by linarith)]
    ring
  · rw [hback V h, current_below_first_threshold p N (by linarith) (by linarith)]
    ring
```

Here `hback` is the channel count with k = 0, and `rcases` separates the two signs.

For w > 0, the net current equals p_0 V on a whole neighbourhood of V = 0, so its derivative there is p_0. Together with the step at m = 1, this gives, for N ≥ 1,

I(V) = p_0 V for 0 ≤ V ≤ w,

I′(w⁺) − I′(w⁻) = p_1,

I_net′(0) = p_0.

```lean
/-- Phonon-emission current: it equals `p 0 * V` for biases from zero to one phonon energy, its
slope jumps by `p 1` at `V = w`, and the linear conductance of the net current is `p 0`. -/
theorem phonon_emission_current {w : ℝ} (hw : 0 < w) (p : ℕ → ℝ) {N : ℕ} (hN : 1 ≤ N) :
    (∀ V ∈ Set.Icc 0 w, current w p N V = p 0 * V) ∧
    derivWithin (current w p N) (Set.Ici w) w
      - derivWithin (current w p N) (Set.Iic w) w = p 1 ∧
    HasDerivAt (netCurrent w p N) (p 0) 0 := by
  refine ⟨fun V hV => current_below_first_threshold p N hV.1 hV.2, ?_, ?_⟩
  · have h := conductance_step hw p hN
    rw [Nat.cast_one, one_mul] at h
    exact h
  · have hlin : HasDerivAt (fun V : ℝ => p 0 * V) (p 0) 0 :=
      ((hasDerivAt_id' (0 : ℝ)).const_mul (p 0)).congr_deriv (mul_one _)
    apply hlin.congr_of_eventuallyEq
    filter_upwards [Ioo_mem_nhds (neg_lt_zero.mpr hw) hw] with V hV
    exact netCurrent_ohmic p N (abs_le.mpr ⟨hV.1.le, hV.2.le⟩)
```

The three parts of the theorem are these three statements in the same order. The condition N ≥ 1 ensures that the one-phonon channel is in the sum. None of the parts needs non-negative weights. The sideband weights p_1, ..., p_N are absent from the linear conductance, although in a microscopic theory the electron–phonon coupling may still alter p_0 itself.

## Where the ohmic law ends

Non-negativity matters for the converse, since weights of opposite sign could cancel at some higher bias. Let all p_n ≥ 0, p_1 > 0 and N ≥ 1, and suppose V ≥ 0 and V > w. Keeping only the terms n = 0 and n = 1 gives

I(V) ≥ p_0 V + p_1 (V − w) > p_0 V.

So, at V ≥ 0, the law I(V) = p_0 V holds exactly when V ≤ w.

```lean
/-- For non-negative weights with `p 1 > 0`, the current at bias `V ≥ 0` equals `p 0 * V`
exactly when the bias does not exceed one phonon energy. -/
theorem ohmic_iff_below_threshold {w V : ℝ} {p : ℕ → ℝ} {N : ℕ} (hN : 1 ≤ N)
    (hp : ∀ n ≤ N, 0 ≤ p n) (hp1 : 0 < p 1) (hV : 0 ≤ V) :
    current w p N V = p 0 * V ↔ V ≤ w := by
  refine ⟨fun h => ?_, current_below_first_threshold p N hV⟩
  by_contra hlt
  have hVw : 0 < V - w := by linarith [not_le.mp hlt]
  -- the elastic and one-phonon channels alone bound the current from below
  have hle : ∑ n ∈ Finset.range 2, p n * max (V - n * w) 0 ≤ current w p N V := by
    unfold current
    apply Finset.sum_le_sum_of_subset_of_nonneg
    · intro n hn
      have := Finset.mem_range.mp hn
      exact Finset.mem_range.mpr (by omega)
    · intro n hn _
      have := Finset.mem_range.mp hn
      exact mul_nonneg (hp n (by omega)) (le_max_right _ _)
  rw [Finset.sum_range_succ, Finset.sum_range_one, Nat.cast_zero, Nat.cast_one, zero_mul,
    one_mul, sub_zero, max_eq_left hV, max_eq_left hVw.le, h] at hle
  linarith [mul_pos hp1 hVw]
```

The proof assumes that the law holds above w. The lower bound `hle` then contradicts p_1 (V − w) > 0.

## The line above the last threshold

For w > 0 and V ≥ Nw, all N + 1 channels are open. Expanding the linear sum gives

I(V) = (Σ_{n=0}^{N} p_n) V − w Σ_{n=0}^{N} n p_n.

The slope is the total weight, and the offset records the voltage nw by which the onset of each channel is delayed.

```lean
/-- Above the last threshold the current is a straight line whose slope is the total weight,
shifted down by `w` times the sum of `n * p n`. -/
theorem current_high_bias {w V : ℝ} (hw : 0 < w) (p : ℕ → ℝ) {N : ℕ} (hV : (N : ℝ) * w ≤ V) :
    current w p N V = (∑ n ∈ Finset.range (N + 1), p n) * V
      - w * ∑ n ∈ Finset.range (N + 1), (n : ℝ) * p n := by
  rw [current_of_open_channels (k := N + 1) p le_rfl]
  · rw [Finset.sum_mul, Finset.mul_sum, ← Finset.sum_sub_distrib]
    apply Finset.sum_congr rfl
    intro n _
    ring
  · intro n hn
    have h : (n : ℝ) ≤ N := by exact_mod_cast (by omega : n ≤ N)
    nlinarith
  · intro n h1 h2
    omega

end

end PhononEmissionCurrent
```

The proof uses the channel count with k = N + 1, where no closed channels remain, and then compares the two sides term by term.

```lean
#print axioms PhononEmissionCurrent.phonon_emission_current
#print axioms PhononEmissionCurrent.ohmic_iff_below_threshold
#print axioms PhononEmissionCurrent.current_high_bias
```

```
'PhononEmissionCurrent.phonon_emission_current' depends on axioms: [propext, Classical.choice, Quot.sound]
'PhononEmissionCurrent.ohmic_iff_below_threshold' depends on axioms: [propext, Classical.choice, Quot.sound]
'PhononEmissionCurrent.current_high_bias' depends on axioms: [propext, Classical.choice, Quot.sound]
```
